# Energy branches, spin texture and minimum ring of the Rashba Hamiltonian with a parabolic band

## Reading α off a band plot

To extract a Rashba parameter from a computed band structure, one can measure how far the minimum of the lower branch lies from the crossing at $k=0$, and how deep it lies below that crossing. Call these $k_R$ and $E_R$. In the model below $k_R=m\alpha$ and $E_R=m\alpha^2/2$, so $\alpha=2E_R/k_R$. This holds for non-interacting electrons in an isotropic parabolic band whose only spin-orbit term is the Rashba coupling linear in $k$.

## The model

With $\hbar=1$, effective mass $m>0$ and in-plane wave vector $(k_x,k_y)$ of length $\kappa=\sqrt{k_x^2+k_y^2}$, the Hamiltonian is

$$H=\varepsilon+\alpha(k_y\sigma_x-k_x\sigma_y)=\begin{pmatrix}\varepsilon&\alpha(k_y+ik_x)\\ \alpha(k_y-ik_x)&\varepsilon\end{pmatrix},\qquad \varepsilon=\frac{\kappa^2}{2m}.$$

The constant $\alpha>0$ stands for the spin-orbit coupling that appears when inversion symmetry is broken along the normal of the plane. Its value is an input.

## Energies

The secular determinant is

$$\det(E-H)=(E-\varepsilon)^2-\alpha^2(k_y+ik_x)(k_y-ik_x)=(E-\varepsilon)^2-\alpha^2\kappa^2.$$

Its zeros are $E_s=\varepsilon+s\alpha\kappa$ with $s=\pm1$.

## Spin texture

Let $k\neq0$ and let $v=(v_0,v_1)$ be a unit eigenvector for $E_s$. Cancelling $\varepsilon$ and dividing by $\alpha$ gives

$$(k_y+ik_x)v_1=s\kappa v_0,\qquad (k_y-ik_x)v_0=s\kappa v_1.$$

Taking the squared modulus of the first equation gives $\kappa^2|v_1|^2=\kappa^2|v_0|^2$, so normalisation makes both weights $1/2$. Multiplying the second by $s\bar v_0$ and using $s^2=1$ gives

$$\kappa\,\bar v_0v_1=\frac{s(k_y-ik_x)}{2}.$$

Therefore

$$\langle\sigma_x\rangle=2\,\mathrm{Re}(\bar v_0v_1)=\frac{sk_y}{\kappa},\quad \langle\sigma_y\rangle=2\,\mathrm{Im}(\bar v_0v_1)=-\frac{sk_x}{\kappa},\quad \langle\sigma_z\rangle=|v_0|^2-|v_1|^2=0.$$

The spin lies in the plane, perpendicular to $k$, and is opposite on the two branches.

## The ring of minima

Completing the square in the lower branch gives

$$E_-+\frac{m\alpha^2}{2}=\frac{\kappa^2-2m\alpha\kappa+m^2\alpha^2}{2m}=\frac{(\kappa-m\alpha)^2}{2m}\ge0.$$

Equality holds exactly when $\kappa=m\alpha$, and the point $(m\alpha,0)$ satisfies this.

## The crossing at zero wave vector

At $k=0$ the Hamiltonian vanishes and both branches have energy zero. Every nonzero spinor is then an eigenvector, so the energy fixes no spin direction. This is why the texture requires $k\ne0$.

## The statement in Lean

`rashba_main` assumes `0 < m` and `0 < α` and has three parts.

- For `kx ≠ 0 ∨ ky ≠ 0`, a complex number `E` has a nonzero eigenvector exactly when it equals one of the two values of `energy`. Every unit eigenvector of branch `s`, a real number with `s ^ 2 = 1`, has the spin vector derived above.
- `IsLeast` says that $-m\alpha^2/2$ is a value of the lower branch and a lower bound for it over the whole plane, $k=0$ included.
- The lower branch takes that value exactly when `kNorm kx ky = m * α`.

For a unit spinor, which the theorem assumes, the function `spin` returns the expectation values of the Pauli matrices; the spin angular momentum is half of these. Dresselhaus terms, anisotropic masses and higher powers of $k$ in the coupling are absent from the model.

```lean
import Mathlib

open Matrix ComplexConjugate
open Complex (I)

namespace RashbaSpinTexture

noncomputable section

/-- The Pauli matrix `σx`. -/
def σx : Matrix (Fin 2) (Fin 2) ℂ := !![0, 1; 1, 0]

/-- The Pauli matrix `σy`. -/
def σy : Matrix (Fin 2) (Fin 2) ℂ := !![0, -I; I, 0]

/-- The Pauli matrix `σz`. -/
def σz : Matrix (Fin 2) (Fin 2) ℂ := !![1, 0; 0, -1]

/-- The length of the in-plane wave vector. -/
def kNorm (kx ky : ℝ) : ℝ := √(kx ^ 2 + ky ^ 2)

/-- The kinetic energy `k²/(2m)`, in units with `ħ = 1`. -/
def kinetic (m kx ky : ℝ) : ℝ := (kx ^ 2 + ky ^ 2) / (2 * m)

/-- The Rashba Hamiltonian `k²/(2m) + α (ky σx - kx σy)`. -/
def rashba (m α kx ky : ℝ) : Matrix (Fin 2) (Fin 2) ℂ :=
  (kinetic m kx ky : ℂ) • 1 + (α : ℂ) • ((ky : ℂ) • σx - (kx : ℂ) • σy)

/-- The branch energy `k²/(2m) + s α |k|`, with branch sign `s`. -/
def energy (m α s kx ky : ℝ) : ℝ := kinetic m kx ky + s * α * kNorm kx ky

/-- The expectation values of the three Pauli matrices in the spinor `v`. -/
def spin (v : Fin 2 → ℂ) : Fin 3 → ℂ :=
  ![star v ⬝ᵥ (σx *ᵥ v), star v ⬝ᵥ (σy *ᵥ v), star v ⬝ᵥ (σz *ᵥ v)]

/-- The squared length of the wave vector is `kx² + ky²`. -/
theorem kNorm_sq (kx ky : ℝ) : kNorm kx ky ^ 2 = kx ^ 2 + ky ^ 2 :=
  Real.sq_sqrt (by positivity)

/-- The Rashba Hamiltonian acting on the two components of a spinor. -/
theorem rashba_mulVec (m α kx ky : ℝ) (v : Fin 2 → ℂ) : rashba m α kx ky *ᵥ v =
    ![kinetic m kx ky * v 0 + α * (ky + kx * I) * v 1,
      α * (ky - kx * I) * v 0 + kinetic m kx ky * v 1] := by
  ext i
  fin_cases i <;>
    simp [rashba, σx, σy, Matrix.mulVec, dotProduct, Fin.sum_univ_two]

/-- The secular determinant factorises into the two Rashba branches. -/
theorem secular_det (m α kx ky : ℝ) (E : ℂ) : (E • 1 - rashba m α kx ky).det =
    (E - energy m α 1 kx ky) * (E - energy m α (-1) kx ky) := by
  have hk : (kNorm kx ky : ℂ) ^ 2 = kx ^ 2 + ky ^ 2 := by exact_mod_cast kNorm_sq kx ky
  rw [Matrix.det_fin_two]
  simp [energy, rashba, σx, σy]
  linear_combination (α : ℂ) ^ 2 * hk + (α : ℂ) ^ 2 * kx ^ 2 * Complex.I_sq

/-- The eigenvalues of the Rashba Hamiltonian are exactly `k²/(2m) ± α |k|`. -/
theorem eigenvalue_iff (m α kx ky : ℝ) (E : ℂ) :
    (∃ v : Fin 2 → ℂ, v ≠ 0 ∧ rashba m α kx ky *ᵥ v = E • v) ↔
      E = energy m α 1 kx ky ∨ E = energy m α (-1) kx ky := by
  have h1 : (∃ v : Fin 2 → ℂ, v ≠ 0 ∧ rashba m α kx ky *ᵥ v = E • v) ↔
      ∃ v : Fin 2 → ℂ, v ≠ 0 ∧ (E • 1 - rashba m α kx ky) *ᵥ v = 0 := by
    refine exists_congr fun v => and_congr_right fun _ => ?_
    rw [Matrix.sub_mulVec, Matrix.smul_mulVec, Matrix.one_mulVec, sub_eq_zero]
    exact eq_comm
  rw [h1, Matrix.exists_mulVec_eq_zero_iff, secular_det, mul_eq_zero, sub_eq_zero, sub_eq_zero]

/-- For `α ≠ 0`, every unit eigenvector of branch `s = ±1` at nonzero `k` has Pauli expectations `s
(ky, -kx, 0)/|k|`. -/
theorem spin_texture {m α s kx ky : ℝ} (hα : α ≠ 0) (hs : s ^ 2 = 1) (h : kx ≠ 0 ∨ ky ≠ 0)
    {v : Fin 2 → ℂ} (hn : star v ⬝ᵥ v = 1)
    (hv : rashba m α kx ky *ᵥ v = (energy m α s kx ky : ℂ) • v) :
    spin v = ![((s * ky / kNorm kx ky : ℝ) : ℂ), ((-s * kx / kNorm kx ky : ℝ) : ℂ), 0] := by
  have hpos : 0 < kNorm kx ky :=
    Real.sqrt_pos.2 (by rcases h with h | h <;> positivity)
  have hκ : (kNorm kx ky : ℂ) ≠ 0 := by exact_mod_cast hpos.ne'
  have hα' : (α : ℂ) ≠ 0 := by exact_mod_cast hα
  have hs' : (s : ℂ) ^ 2 = 1 := by exact_mod_cast hs
  have hk : (kNorm kx ky : ℂ) ^ 2 = kx ^ 2 + ky ^ 2 := by exact_mod_cast kNorm_sq kx ky
  have hE : (energy m α s kx ky : ℂ) = kinetic m kx ky + s * α * kNorm kx ky := by
    simp [energy]
  rw [rashba_mulVec, hE] at hv
  have h0 : (kinetic m kx ky : ℂ) * v 0 + α * (ky + kx * I) * v 1
      = (kinetic m kx ky + s * α * kNorm kx ky) * v 0 := congrFun hv 0
  have h1 : (α : ℂ) * (ky - kx * I) * v 0 + kinetic m kx ky * v 1
      = (kinetic m kx ky + s * α * kNorm kx ky) * v 1 := congrFun hv 1
  have hn' : conj (v 0) * v 0 + conj (v 1) * v 1 = 1 := by
    simpa [dotProduct, Fin.sum_univ_two] using hn
  -- the component equations without the kinetic term, and a conjugate
  have e0 : (ky + kx * I) * v 1 = s * kNorm kx ky * v 0 :=
    mul_left_cancel₀ hα' (by linear_combination h0)
  have e1 : (ky - kx * I) * v 0 = s * kNorm kx ky * v 1 :=
    mul_left_cancel₀ hα' (by linear_combination h1)
  have c0 : (ky - kx * I) * conj (v 1) = s * kNorm kx ky * conj (v 0) := by
    have := congrArg (starRingEnd ℂ) e0
    simp only [map_mul, map_add, Complex.conj_ofReal, Complex.conj_I] at this
    linear_combination this
  -- spin up and spin down carry equal weight
  have hab : conj (v 0) * v 0 = conj (v 1) * v 1 :=
    mul_left_cancel₀ (pow_ne_zero 2 hκ) (by
      linear_combination (-(ky + kx * I) * v 1) * c0 - s * kNorm kx ky * conj (v 0) * e0
        - (kNorm kx ky : ℂ) ^ 2 * conj (v 0) * v 0 * hs' - conj (v 1) * v 1 * hk
        - conj (v 1) * v 1 * kx ^ 2 * Complex.I_sq)
  have ha : conj (v 0) * v 0 = 1 / 2 := by linear_combination (hab + hn') / 2
  have hb : conj (v 1) * v 1 = 1 / 2 := by linear_combination (hn' - hab) / 2
  -- the relative phase of the two components
  have p : kNorm kx ky * (conj (v 0) * v 1) = s * (ky - kx * I) / 2 := by
    linear_combination (-s * conj (v 0)) * e1 + s * (ky - kx * I) * ha
      - kNorm kx ky * conj (v 0) * v 1 * hs'
  have q : kNorm kx ky * (conj (v 1) * v 0) = s * (ky + kx * I) / 2 := by
    linear_combination (-s * conj (v 1)) * e0 + s * (ky + kx * I) * hb
      - kNorm kx ky * conj (v 1) * v 0 * hs'
  have hspin : spin v = ![conj (v 0) * v 1 + conj (v 1) * v 0,
      I * (conj (v 1) * v 0 - conj (v 0) * v 1), conj (v 0) * v 0 - conj (v 1) * v 1] := by
    ext i
    fin_cases i <;>
      simp [spin, σx, σy, σz, Matrix.mulVec, dotProduct, Fin.sum_univ_two] <;> ring
  have x1 : conj (v 0) * v 1 + conj (v 1) * v 0 = ((s * ky / kNorm kx ky : ℝ) : ℂ) := by
    push_cast
    rw [eq_div_iff hκ]
    linear_combination p + q
  have x2 : I * (conj (v 1) * v 0 - conj (v 0) * v 1)
      = ((-s * kx / kNorm kx ky : ℝ) : ℂ) := by
    push_cast
    rw [eq_div_iff hκ]
    linear_combination I * q - I * p + s * kx * Complex.I_sq
  rw [hspin, x1, x2, sub_eq_zero.2 hab]

/-- At `k = 0` every spinor `v` satisfies `H v = E v` with `E` the branch energy, for any `s`. -/
theorem degenerate_at_zero (m α s : ℝ) (v : Fin 2 → ℂ) :
    rashba m α 0 0 *ᵥ v = (energy m α s 0 0 : ℂ) • v := by
  rw [rashba_mulVec]
  ext i
  fin_cases i <;> simp [energy, kinetic, kNorm]

/-- Measured from `-m α²/2`, the energy of the branch `s = -1` is `(|k| - m α)²/(2m)`. -/
theorem lower_branch_square {m : ℝ} (hm : m ≠ 0) (α kx ky : ℝ) :
    energy m α (-1) kx ky + m * α ^ 2 / 2 = (kNorm kx ky - m * α) ^ 2 / (2 * m) := by
  rw [energy, kinetic, ← kNorm_sq]
  field_simp
  ring

/-- For `m, α > 0`: at nonzero `k` the energies are `k²/(2m) ± α |k|` with unit eigenvectors of
spin `±(ky, -kx, 0)/|k|`, and the lower branch has minimum `-m α²/2`, attained exactly on
`|k| = m α`. -/
theorem rashba_main {m α : ℝ} (hm : 0 < m) (hα : 0 < α) :
    (∀ kx ky : ℝ, (kx ≠ 0 ∨ ky ≠ 0) →
      (∀ E : ℂ, (∃ v : Fin 2 → ℂ, v ≠ 0 ∧ rashba m α kx ky *ᵥ v = E • v) ↔
        E = energy m α 1 kx ky ∨ E = energy m α (-1) kx ky) ∧
      ∀ (s : ℝ) (v : Fin 2 → ℂ), s ^ 2 = 1 → star v ⬝ᵥ v = 1 →
        rashba m α kx ky *ᵥ v = (energy m α s kx ky : ℂ) • v →
        spin v = ![((s * ky / kNorm kx ky : ℝ) : ℂ),
          ((-s * kx / kNorm kx ky : ℝ) : ℂ), 0]) ∧
    IsLeast (Set.range fun k : ℝ × ℝ => energy m α (-1) k.1 k.2) (-(m * α ^ 2 / 2)) ∧
    ∀ kx ky : ℝ, energy m α (-1) kx ky = -(m * α ^ 2 / 2) ↔ kNorm kx ky = m * α := by
  have hiff : ∀ kx ky : ℝ,
      energy m α (-1) kx ky = -(m * α ^ 2 / 2) ↔ kNorm kx ky = m * α := by
    intro kx ky
    have hsq := lower_branch_square hm.ne' α kx ky
    constructor
    · intro h
      rw [h, neg_add_cancel, eq_comm, div_eq_zero_iff] at hsq
      rcases hsq with h2 | h2
      · exact sub_eq_zero.1 (pow_eq_zero_iff (two_ne_zero)|>.1 h2)
      · linarith
    · intro h
      rw [h, sub_self, zero_pow two_ne_zero, zero_div] at hsq
      linarith
  refine ⟨fun kx ky h => ⟨eigenvalue_iff m α kx ky,
    fun s v hs hn hv => spin_texture hα.ne' hs h hn hv⟩, ⟨?_, ?_⟩, hiff⟩
  · -- the point (m α, 0) lies on the ring
    refine ⟨(m * α, 0), (hiff _ _).2 ?_⟩
    have h0 : (m * α) ^ 2 + (0 : ℝ) ^ 2 = (m * α) ^ 2 := by ring
    rw [kNorm, h0, Real.sqrt_sq (by positivity)]
  · rintro _ ⟨k, rfl⟩
    have hsq := lower_branch_square hm.ne' α k.1 k.2
    have hnn : 0 ≤ (kNorm k.1 k.2 - m * α) ^ 2 / (2 * m) := by positivity
    change -(m * α ^ 2 / 2) ≤ energy m α (-1) k.1 k.2
    linarith

end

end RashbaSpinTexture
```

```lean
#print axioms RashbaSpinTexture.degenerate_at_zero
#print axioms RashbaSpinTexture.rashba_main
```

```
'RashbaSpinTexture.degenerate_at_zero' depends on axioms: [propext, Classical.choice, Quot.sound]
'RashbaSpinTexture.rashba_main' depends on axioms: [propext, Classical.choice, Quot.sound]
```

## How the proof runs

`secular_det` expands the 2×2 determinant and closes the algebra with $\kappa^2=k_x^2+k_y^2$ and $i^2=-1$. `eigenvalue_iff` rewrites $Hv=Ev$ as $(E-H)v=0$, which has a nonzero solution exactly when the determinant vanishes.

`spin_texture` follows the component calculation. The reduced equations are `e0` and `e1`, and `c0` is the conjugate of `e0`. Combining `e0` with `c0` plays the part of the squared modulus and yields the equal weights in `hab`. Normalisation turns these into the halves `ha` and `hb`. The relative phase is `p`, with its conjugate `q`; their sum and difference give the $x$ and $y$ components in `x1` and `x2`. Each `linear_combination` states which multiples of the known equations add up to the goal.

`degenerate_at_zero` checks the crossing, and `lower_branch_square` is the completed square. In `rashba_main`, the latter gives the equality condition `hiff` and, since a square over $2m>0$ is nonnegative, the lower bound. The point $(m\alpha,0)$ shows that the bound is attained.
